# Splitting a spin–spin coupling tensor into a scalar, a vector and a symmetric traceless tensor

To simulate the NMR spectrum of a solid, one takes a coupling tensor given in the molecular frame and turns it into the laboratory frame, once for each orientation of the molecule. It is convenient to split the nine numbers first into an isotropic constant a, a vector v and a symmetric traceless tensor T. The constant is then left alone, and v and T are rotated separately. For a Hamiltonian term bilinear in two spins, with a real coupling tensor, this bookkeeping loses nothing and mixes nothing.

## The three parts and their rotation

Let I and S be two triples of spin operators, with components numbered 0, 1, 2 for x, y, z. The coupling is

I·A·S = Σ_ij A_ij I_i S_j.

Define

a = (A_00 + A_11 + A_22)/3,

v = ½ (A_12 − A_21, A_20 − A_02, A_01 − A_10),

T = ½ (A + Aᵀ) − a 1.

T is symmetric, and its trace is tr A − 3a = 0. The antisymmetric part of A has the entries ½ (A_ij − A_ji) = Σ_k ε_ijk v_k, so

A_ij = a δ_ij + Σ_k ε_ijk v_k + T_ij.

Multiply by I_i S_j and sum. The first term gives a I·S. In the second, v_0 multiplies I_1 S_2 − I_2 S_1, which is component 0 of I × S, and the other components follow cyclically. Hence

I·A·S = a I·S + v·(I × S) + I·T·S.

No operators have been interchanged, so this holds whether or not they commute.

For uniqueness, suppose that the nine products I_i S_j are linearly independent. If A and B give the same operator, then Σ_ij (A_ij − B_ij) I_i S_j = 0, and every coefficient vanishes, so A = B. If A is built from some a, v and a symmetric traceless T, its trace is 3a, its antisymmetric entries return v, and the remainder is T. The operator therefore fixes all three.

Some condition on the products is needed. If I and S are the same spin one half, I_i I_j + I_j I_i = ½ δ_ij (with ħ = 1), so I·T·I = 0 for every symmetric traceless T, and the operator says nothing about T.

Now replace A by M A Mᵀ for any real M. The new vector is

v'_k = ½ Σ_ijpq ε_kij M_ip M_jq A_pq = Σ_r C_kr v_r,

C_kr = ½ Σ_ijpq ε_kij ε_rpq M_ip M_jq,

because only the antisymmetric part of A contributes. C is the cofactor matrix of M, the transpose of its adjugate. For an orthogonal R, multiplying adj(R) R = (det R) 1 by Rᵀ on the right gives adj(R) = (det R) Rᵀ, so C = (det R) R and

v' = (det R) R v.

This is the law of an axial vector: inversion leaves v unchanged. For a proper rotation, det R = 1 and v' = R v. The other two parts follow from RᵀR = R Rᵀ = 1:

tr(R A Rᵀ) = tr(A RᵀR) = tr A,

½ (R A Rᵀ + R Aᵀ Rᵀ) − a 1 = R T Rᵀ.

## A coupling tensor turned by 90°

Take a tensor with the rows (10, 3, 0), (1, 12, 0), (0, 0, 20), in Hz. Then a = 14 Hz and v = (0, 0, 1) Hz, and T has the rows (−4, 2, 0), (2, −2, 0), (0, 0, 6).

A rotation by 90° about x carries y to z and z to −y. The constant stays at 14 Hz, and v becomes (0, −1, 0) Hz. T becomes the tensor with rows (−4, 0, 2), (0, 6, 0), (2, 0, −2). The coupling for this orientation is assembled from these parts and the laboratory-frame spin operators. For the next crystallite of a powder, the same stored a, v and T are used with another R.

## Operators and tensors in Lean

The operators live in an arbitrary real algebra `𝒜`. Neither the spin commutation relations nor Hermiticity is assumed, and units are left to the real coefficients.

```lean
import Mathlib

open Matrix
open scoped Kronecker

namespace SpinCouplingTensor

noncomputable section

variable {𝒜 : Type*} [Ring 𝒜] [Algebra ℝ 𝒜]
```

The coupling is the double sum above, with `I i` to the left of `S j`.

```lean
/-- The bilinear spin coupling `I·A·S` of two operator triples through a real tensor `A`. -/
def coupling (A : Matrix (Fin 3) (Fin 3) ℝ) (I S : Fin 3 → 𝒜) : 𝒜 :=
  ∑ i, ∑ j, A i j • (I i * S j)
```

The scalar and vector products keep the same order.

```lean
/-- The scalar product `I·S` of two operator triples. -/
def opDot (I S : Fin 3 → 𝒜) : 𝒜 := ∑ i, I i * S i

/-- The vector product `I × S` of two operator triples, with `I` always to the left of `S`. -/
def opCross (I S : Fin 3 → 𝒜) : Fin 3 → 𝒜 :=
  ![I 1 * S 2 - I 2 * S 1, I 2 * S 0 - I 0 * S 2, I 0 * S 1 - I 1 * S 0]
```

The three-term form accepts any matrix `T`; symmetry and zero trace enter later, as conditions in the uniqueness theorem.

```lean
/-- The three-term coupling `a I·S + v·(I × S) + I·T·S`. -/
def threeTerm (a : ℝ) (v : Fin 3 → ℝ) (T : Matrix (Fin 3) (Fin 3) ℝ) (I S : Fin 3 → 𝒜) : 𝒜 :=
  a • opDot I S + ∑ k, v k • opCross I S k + coupling T I S
```

The next three definitions are a, v and T as functions of A. They fix the sign convention for v: it multiplies I × S, not S × I.

```lean
/-- The isotropic coupling constant, one third of the trace. -/
def isoPart (A : Matrix (Fin 3) (Fin 3) ℝ) : ℝ := A.trace / 3

/-- The vector that encodes the antisymmetric part of the coupling tensor. -/
def antiVec (A : Matrix (Fin 3) (Fin 3) ℝ) : Fin 3 → ℝ :=
  ![(A 1 2 - A 2 1) / 2, (A 2 0 - A 0 2) / 2, (A 0 1 - A 1 0) / 2]

/-- The symmetric part of the coupling tensor with its isotropic part removed. -/
def symPart (A : Matrix (Fin 3) (Fin 3) ℝ) : Matrix (Fin 3) (Fin 3) ℝ :=
  (1 / 2 : ℝ) • (A + Aᵀ) - isoPart A • (1 : Matrix (Fin 3) (Fin 3) ℝ)
```

In the opposite direction, `tensorOf` assembles a tensor from its parts. Its middle matrix is Σ_k ε_ijk v_k written out.

```lean
/-- The coupling tensor assembled from a scalar, a vector and a further tensor. -/
def tensorOf (a : ℝ) (v : Fin 3 → ℝ) (T : Matrix (Fin 3) (Fin 3) ℝ) :
    Matrix (Fin 3) (Fin 3) ℝ :=
  a • (1 : Matrix (Fin 3) (Fin 3) ℝ) + !![0, v 2, -v 1; -v 2, 0, v 0; v 1, -v 0, 0] + T
```

## The split holds for any operators

The first theorem says that an assembled tensor produces the three-term operator. The proof expands the sums over three components, and `module` compares the coefficients of the operator products.

```lean
/-- The coupling through an assembled tensor is the three-term coupling. -/
theorem coupling_tensorOf (a : ℝ) (v : Fin 3 → ℝ) (T : Matrix (Fin 3) (Fin 3) ℝ)
    (I S : Fin 3 → 𝒜) : coupling (tensorOf a v T) I S = threeTerm a v T I S := by
  simp [coupling, threeTerm, opDot, opCross, tensorOf, Fin.sum_univ_three]
  module
```

For a given A, the equation `hA` confirms entry by entry that its parts reassemble it. The previous theorem then gives the split.

```lean
/-- Every spin coupling splits as `I·A·S = a I·S + v·(I × S) + I·T·S`, whether or not the
operators commute. -/
theorem coupling_split (A : Matrix (Fin 3) (Fin 3) ℝ) (I S : Fin 3 → 𝒜) :
    coupling A I S = threeTerm (isoPart A) (antiVec A) (symPart A) I S := by
  have hA : tensorOf (isoPart A) (antiVec A) (symPart A) = A := by
    ext i j
    fin_cases i <;> fin_cases j <;> simp [tensorOf, antiVec, symPart] <;> ring
  rw [← coupling_tensorOf, hA]
```

## When the operator determines its parts

Linear independence is the hypothesis `h`, over the real numbers and indexed by the pairs (i, j). The proof writes the difference of the two couplings as one vanishing combination and reads off that each coefficient is zero.

```lean
/-- If the nine products `I_i S_j` are linearly independent, the coupling operator determines
the coupling tensor. -/
theorem coupling_injective {I S : Fin 3 → 𝒜}
    (h : LinearIndependent ℝ (fun p : Fin 3 × Fin 3 => I p.1 * S p.2))
    {A B : Matrix (Fin 3) (Fin 3) ℝ} (hAB : coupling A I S = coupling B I S) : A = B := by
  rw [Fintype.linearIndependent_iff] at h
  have h0 : ∑ p : Fin 3 × Fin 3, (A p.1 p.2 - B p.1 p.2) • (I p.1 * S p.2) = 0 := by
    rw [Fintype.sum_prod_type]
    simp only [sub_smul, Finset.sum_sub_distrib]
    exact sub_eq_zero.mpr hAB
  ext i j
  exact sub_eq_zero.mp (h (fun p => A p.1 p.2 - B p.1 p.2) h0 (i, j))
```

The uniqueness theorem is an equivalence. A symmetric traceless T, together with a and v, reproduces I·A·S exactly when the three are the parts computed from A. From left to right, injectivity replaces A by the assembled tensor, and the trace and the entries return a, v and T. From right to left, the proof checks that `symPart A` is symmetric and traceless, which does not use `h`.

```lean
/-- If the nine products `I_i S_j` are linearly independent, there is exactly one way to write
`I·A·S` as `a I·S + v·(I × S) + I·T·S` with `T` symmetric and traceless. -/
theorem split_unique {I S : Fin 3 → 𝒜}
    (h : LinearIndependent ℝ (fun p : Fin 3 × Fin 3 => I p.1 * S p.2))
    (A T : Matrix (Fin 3) (Fin 3) ℝ) (a : ℝ) (v : Fin 3 → ℝ) :
    (Tᵀ = T ∧ T.trace = 0 ∧ coupling A I S = threeTerm a v T I S) ↔
      (a = isoPart A ∧ v = antiVec A ∧ T = symPart A) := by
  constructor
  · rintro ⟨hT, htr, hE⟩
    -- equal operators have equal tensors, so the parts can be read off entrywise
    rw [← coupling_tensorOf] at hE
    have hA := coupling_injective h hE
    subst hA
    have s01 : T 1 0 = T 0 1 := congrFun (congrFun hT 0) 1
    have s02 : T 2 0 = T 0 2 := congrFun (congrFun hT 0) 2
    have s12 : T 2 1 = T 1 2 := congrFun (congrFun hT 1) 2
    rw [Matrix.trace_fin_three] at htr
    have ha : a = isoPart (tensorOf a v T) := by
      rw [isoPart, Matrix.trace_fin_three]
      simp [tensorOf]
      linarith
    refine ⟨ha, ?_, ?_⟩
    · ext k
      fin_cases k <;> simp [antiVec, tensorOf] <;> linarith
    · rw [symPart, ← ha]
      ext i j
      fin_cases i <;> fin_cases j <;> simp [tensorOf] <;> linarith
  · rintro ⟨rfl, rfl, rfl⟩
    refine ⟨?_, ?_, coupling_split A I S⟩
    · ext i j
      fin_cases i <;> fin_cases j <;> simp [symPart] <;> ring
    · rw [Matrix.trace_fin_three]
      simp [symPart, isoPart, Matrix.trace_fin_three]
      ring
```

The hypothesis holds for a pair of distinct spins one half. The Pauli matrices are twice the spin operators in units of ħ, a factor that does not affect linear independence.

```lean
/-- The three Pauli matrices. -/
def pauli : Fin 3 → Matrix (Fin 2) (Fin 2) ℂ :=
  ![!![0, 1; 1, 0], !![0, -Complex.I; Complex.I, 0], !![1, 0; 0, -1]]
```

The Kronecker products place one spin in each factor. With g_ij the coefficients of a vanishing combination, the five matrix elements chosen in the proof are

g_00 − g_11 − i (g_01 + g_10),

g_00 + g_11 + i (g_01 − g_10),

g_20 − i g_21,

g_02 − i g_12,

g_22.

Setting their real and imaginary parts to zero makes all nine coefficients vanish. For other spins, the independence of the products has to be supplied before `split_unique` can be applied.

```lean
/-- For two spins one half, the nine products of a Pauli operator of the first spin with one of
the second are linearly independent over the reals. -/
theorem split_unique_witness : LinearIndependent ℝ (fun p : Fin 3 × Fin 3 =>
    (pauli p.1 ⊗ₖ (1 : Matrix (Fin 2) (Fin 2) ℂ)) *
      ((1 : Matrix (Fin 2) (Fin 2) ℂ) ⊗ₖ pauli p.2)) := by
  rw [Fintype.linearIndependent_iff]
  intro g hg
  simp only [← Matrix.mul_kronecker_mul, mul_one, one_mul, Fintype.sum_prod_type,
    Fin.sum_univ_three] at hg
  -- five matrix elements contain all nine coefficients
  have e := fun a b c d : Fin 2 => congrFun (congrFun hg (a, b)) (c, d)
  have r1 := congrArg Complex.re (e 0 0 1 1)
  have i1 := congrArg Complex.im (e 0 0 1 1)
  have r2 := congrArg Complex.re (e 0 1 1 0)
  have i2 := congrArg Complex.im (e 0 1 1 0)
  have r3 := congrArg Complex.re (e 0 0 0 1)
  have i3 := congrArg Complex.im (e 0 0 0 1)
  have r4 := congrArg Complex.re (e 0 0 1 0)
  have i4 := congrArg Complex.im (e 0 0 1 0)
  have r5 := congrArg Complex.re (e 0 0 0 0)
  simp [pauli] at r1 i1 r2 i2 r3 i3 r4 i4 r5
  rintro ⟨i, j⟩
  fin_cases i <;> fin_cases j <;> simp <;> linarith
```

## The transformation law

The cofactor rule holds for every real matrix M, singular ones included. Lean writes the cofactor matrix as `(adjugate M)ᵀ`, and the proof compares the three components as polynomials in the entries.

```lean
/-- Under `A ↦ M A Mᵀ` with any real `M`, the antisymmetric vector is multiplied by the cofactor
matrix of `M`. -/
theorem antiVec_congr (M A : Matrix (Fin 3) (Fin 3) ℝ) :
    antiVec (M * A * Mᵀ) = (adjugate M)ᵀ *ᵥ antiVec A := by
  ext k
  fin_cases k <;>
    simp [antiVec, Matrix.adjugate_fin_three, Matrix.mul_apply, Matrix.mulVec, dotProduct,
      Fin.sum_univ_three] <;> ring
```

For an orthogonal matrix, `hadj` is the identity adj(R) = (det R) Rᵀ, obtained as in the derivation by inserting R Rᵀ = 1.

```lean
/-- Under an orthogonal `R`, proper or improper, the antisymmetric vector transforms as an axial
vector, `v ↦ (det R) R v`. -/
theorem antiVec_orthogonal (R A : Matrix (Fin 3) (Fin 3) ℝ) (hR : R * Rᵀ = 1) :
    antiVec (R * A * Rᵀ) = (R.det • R) *ᵥ antiVec A := by
  have hadj : adjugate R = R.det • Rᵀ := by
    calc adjugate R = adjugate R * (R * Rᵀ) := by rw [hR, mul_one]
      _ = R.det • Rᵀ := by
        rw [← mul_assoc, Matrix.adjugate_mul, Matrix.smul_mul, one_mul]
  rw [antiVec_congr, hadj, Matrix.transpose_smul, Matrix.transpose_transpose]
```

A proper rotation is given by the two hypotheses `hR` and `hdet`. The theorem collects the laws for a, v and T and adds the resulting operator identity. The operators `I` and `S` are the same before and after: the molecule turns, while the spin axes stay fixed in the laboratory. The steps `hi`, `hv` and `hs` are the three calculations by hand, and only `hv` needs det R = 1.

```lean
/-- Rotating the coupling tensor by a proper rotation `R` leaves `a` unchanged, turns `v` into
`R v` and `T` into `R T Rᵀ`, and the rotated coupling is the three-term form with these parts. -/
theorem coupling_rotate (R A : Matrix (Fin 3) (Fin 3) ℝ) (hR : R * Rᵀ = 1) (hdet : R.det = 1)
    (I S : Fin 3 → 𝒜) :
    isoPart (R * A * Rᵀ) = isoPart A ∧ antiVec (R * A * Rᵀ) = R *ᵥ antiVec A ∧
      symPart (R * A * Rᵀ) = R * symPart A * Rᵀ ∧
      coupling (R * A * Rᵀ) I S =
        threeTerm (isoPart A) (R *ᵥ antiVec A) (R * symPart A * Rᵀ) I S := by
  have hR' : Rᵀ * R = 1 := mul_eq_one_comm.mp hR
  have hi : isoPart (R * A * Rᵀ) = isoPart A := by
    rw [isoPart, isoPart, Matrix.trace_mul_comm, ← mul_assoc, hR', one_mul]
  have hv : antiVec (R * A * Rᵀ) = R *ᵥ antiVec A := by
    rw [antiVec_orthogonal R A hR, hdet, one_smul]
  have hs : symPart (R * A * Rᵀ) = R * symPart A * Rᵀ := by
    rw [symPart, hi]
    simp only [symPart, Matrix.transpose_mul, Matrix.transpose_transpose, mul_sub, sub_mul,
      mul_add, add_mul, Matrix.mul_smul, Matrix.smul_mul, mul_one, hR, mul_assoc]
  exact ⟨hi, hv, hs, by rw [coupling_split, hi, hv, hs]⟩
```

## Exchanging the two spins

If each component of I commutes with each component of S, as for two different nuclei, then

S·A·I = Σ_ij A_ij S_i I_j = Σ_ij A_ij I_j S_i = I·Aᵀ·S.

Transposition keeps a and T and reverses v. When v is quoted for a pair of nuclei, the order of the pair therefore belongs to the data. In the proof, `hA` identifies the tensor with reversed vector as `Aᵀ`; the remaining lines exchange the order of summation and commute the operators.

```lean
/-- If every component of `I` commutes with every component of `S`, exchanging the two spins in
the coupling reverses the sign of `v` and keeps `a` and `T`. -/
theorem coupling_exchange (A : Matrix (Fin 3) (Fin 3) ℝ) (I S : Fin 3 → 𝒜)
    (h : ∀ i j, Commute (I i) (S j)) :
    coupling A S I = threeTerm (isoPart A) (-antiVec A) (symPart A) I S := by
  have hA : tensorOf (isoPart A) (-antiVec A) (symPart A) = Aᵀ := by
    ext i j
    fin_cases i <;> fin_cases j <;> simp [tensorOf, antiVec, symPart] <;> ring
  rw [← coupling_tensorOf, hA, coupling, coupling, Finset.sum_comm]
  refine Finset.sum_congr rfl fun j _ => Finset.sum_congr rfl fun i _ => ?_
  rw [Matrix.transpose_apply, (h j i).eq]

end

end SpinCouplingTensor
```

```lean
#print axioms SpinCouplingTensor.coupling_split
#print axioms SpinCouplingTensor.split_unique
#print axioms SpinCouplingTensor.coupling_rotate
#print axioms SpinCouplingTensor.coupling_exchange
```

```
'SpinCouplingTensor.coupling_split' depends on axioms: [propext, Classical.choice, Quot.sound]
'SpinCouplingTensor.split_unique' depends on axioms: [propext, Classical.choice, Quot.sound]
'SpinCouplingTensor.coupling_rotate' depends on axioms: [propext, Classical.choice, Quot.sound]
'SpinCouplingTensor.coupling_exchange' depends on axioms: [propext, Classical.choice, Quot.sound]
```
